# For non-negative, exchange-symmetric pair weights, the second moment of position bounds the angular moment, and antipodal pairs attain the lower bound

Let $x_i$ be finitely many positions in a real inner-product space, measured from a fixed origin such as the nucleus of an atom, and let $p_{ij}$ be the weight for finding particle 1 at $x_i$ and particle 2 at $x_j$. Five quantities are built from them:

- the angular moment $D=\sum_{ij}p_{ij}\langle x_i,x_j\rangle$;
- the second moment of the first particle's position, $S=\sum_{ij}p_{ij}\|x_i\|^2$;
- the intracule moment $I=\sum_{ij}p_{ij}\|x_i-x_j\|^2$, for the relative vector;
- the extracule moment $C=\sum_{ij}p_{ij}\|\tfrac12(x_i+x_j)\|^2$, for the midpoint;
- the angular correlation coefficient $D/S$, for $S\neq0$.

In Lean, the finite type `ι` labels the points, `E` is the space, of any dimension, and `p : ι → ι → ℝ` and `x : ι → E` are the weights and positions. The weights need not sum to one, so a pair density normalised to the number of pairs is also covered. A continuous density enters only through a finite set of weighted points.

```lean
import Mathlib

open Finset

namespace AngularCorrelation

noncomputable section

variable {ι E : Type*} [Fintype ι] [NormedAddCommGroup E] [InnerProductSpace ℝ E]

/-- The angular moment of a pair density `p`: the weighted sum of the inner products
of the two position vectors. -/
def dotMoment (p : ι → ι → ℝ) (x : ι → E) : ℝ :=
  ∑ i, ∑ j, p i j * inner ℝ (x i) (x j)

/-- The second moment of the position of the first particle. -/
def sqMoment (p : ι → ι → ℝ) (x : ι → E) : ℝ :=
  ∑ i, ∑ j, p i j * ‖x i‖ ^ 2

/-- The second moment of the intracule: the weighted sum of squared interparticle distances. -/
def intraculeMoment (p : ι → ι → ℝ) (x : ι → E) : ℝ :=
  ∑ i, ∑ j, p i j * ‖x i - x j‖ ^ 2

/-- The second moment of the extracule: the weighted sum of squared distances of the
pair's midpoint from the origin. -/
def extraculeMoment (p : ι → ι → ℝ) (x : ι → E) : ℝ :=
  ∑ i, ∑ j, p i j * ‖(1 / 2 : ℝ) • (x i + x j)‖ ^ 2

/-- The angular correlation coefficient, the angular moment divided by the second moment of
position. Where the second moment is zero, Lean's division gives the value `0`. -/
def angularCoefficient (p : ι → ι → ℝ) (x : ι → E) : ℝ :=
  dotMoment p x / sqMoment p x
```

## Exchange symmetry makes the two second moments equal

The hypothesis `hs` says $p_{ij}=p_{ji}$: the pair density does not change when the particles are exchanged, as holds for identical electrons. By hand it is used once. Let $S'=\sum_{ij}p_{ij}\|x_j\|^2$ be the second moment of the second particle. Renaming the indices and then using symmetry gives
$$S'=\sum_{ij}p_{ji}\|x_i\|^2=\sum_{ij}p_{ij}\|x_i\|^2=S.$$
The Lean proof does the same: `Finset.sum_comm` exchanges the sums and `hs` exchanges the arguments of the weight.

```lean
omit [InnerProductSpace ℝ E] in
/-- For a pair density symmetric under exchange, the second particle has the same second
moment of position as the first. -/
theorem sqMoment_exchange {p : ι → ι → ℝ} (hs : ∀ i j, p i j = p j i) (x : ι → E) :
    ∑ i, ∑ j, p i j * ‖x j‖ ^ 2 = sqMoment p x := by
  unfold sqMoment
  exact Finset.sum_comm.trans
    (Finset.sum_congr rfl fun i _ => Finset.sum_congr rfl fun j _ => by rw [hs j i])
```

Expanding the squared distance now gives
$$I=\sum_{ij}p_{ij}\left(\|x_i\|^2+\|x_j\|^2-2\langle x_i,x_j\rangle\right)=S+S'-2D=2(S-D).$$
In the proof, `h` is the expansion before symmetry is used, obtained term by term from `norm_sub_sq_real`; `sqMoment_exchange` then replaces $S'$ by $S$.

```lean
/-- For a symmetric pair density, the intracule moment is twice the difference of the
second moment of position and the angular moment. -/
theorem intraculeMoment_eq {p : ι → ι → ℝ} (hs : ∀ i j, p i j = p j i) (x : ι → E) :
    intraculeMoment p x = 2 * (sqMoment p x - dotMoment p x) := by
  have h : intraculeMoment p x =
      sqMoment p x + ∑ i, ∑ j, p i j * ‖x j‖ ^ 2 - 2 * dotMoment p x := by
    unfold intraculeMoment sqMoment dotMoment
    simp only [Finset.mul_sum, ← Finset.sum_add_distrib, ← Finset.sum_sub_distrib]
    refine Finset.sum_congr rfl fun i _ => Finset.sum_congr rfl fun j _ => ?_
    rw [norm_sub_sq_real]
    ring
  rw [h, sqMoment_exchange hs]
  ring
```

For the midpoint, the factor $\tfrac12$ is squared and the cross term changes sign:
$$C=\tfrac14\,(S+S'+2D)=\tfrac12\,(S+D).$$
Lean proves the expansion for $4C$, whose right-hand side $S+S'+2D$ contains no fractions.

```lean
/-- For a symmetric pair density, the extracule moment is half the sum of the second
moment of position and the angular moment. -/
theorem extraculeMoment_eq {p : ι → ι → ℝ} (hs : ∀ i j, p i j = p j i) (x : ι → E) :
    extraculeMoment p x = (sqMoment p x + dotMoment p x) / 2 := by
  have h : 4 * extraculeMoment p x =
      sqMoment p x + ∑ i, ∑ j, p i j * ‖x j‖ ^ 2 + 2 * dotMoment p x := by
    unfold extraculeMoment sqMoment dotMoment
    simp only [Finset.mul_sum, ← Finset.sum_add_distrib]
    refine Finset.sum_congr rfl fun i _ => Finset.sum_congr rfl fun j _ => ?_
    have hhalf : ‖(1 / 2 : ℝ)‖ = 1 / 2 := Real.norm_of_nonneg (by norm_num)
    rw [norm_smul, mul_pow, norm_add_sq_real, hhalf]
    ring
  rw [sqMoment_exchange hs] at h
  linarith
```

Without symmetry, both expansions retain $S+S'$, and $S$ alone no longer controls $D$. The two-point example at the end shows the bound failing.

## Non-negative weights give the bound and both equality cases

The hypothesis `hp` says $p_{ij}\ge0$, as it must be for a probability. A pair density computed from an approximate reduced density matrix need not satisfy it.

It has two uses. First, it makes $I$ and $C$ non-negative. Second, if a sum of non-negative terms $p_{ij}\|f_{ij}\|^2$ is zero, every term is zero, so $f_{ij}=0$ wherever $p_{ij}>0$. Conversely, if $f_{ij}=0$ wherever $p_{ij}>0$, each remaining term has zero weight and the sum vanishes. The next lemma states this equivalence. Its forward direction applies `Finset.sum_eq_zero_iff_of_nonneg` to the outer sum and then to the inner one.

```lean
omit [InnerProductSpace ℝ E] in
/-- For nonnegative pair weights, a weighted sum of squared lengths vanishes exactly when
the vector of every pair with positive weight vanishes. -/
theorem weighted_sq_eq_zero_iff {p : ι → ι → ℝ} (hp : ∀ i j, 0 ≤ p i j) (f : ι → ι → E) :
    ∑ i, ∑ j, p i j * ‖f i j‖ ^ 2 = 0 ↔ ∀ i j, 0 < p i j → f i j = 0 := by
  have h0 : ∀ i j, 0 ≤ p i j * ‖f i j‖ ^ 2 := fun i j => mul_nonneg (hp i j) (sq_nonneg _)
  constructor
  · intro h i j hij
    -- a vanishing sum of nonnegative terms vanishes term by term
    have h1 := (Finset.sum_eq_zero_iff_of_nonneg
      (fun i _ => Finset.sum_nonneg fun j _ => h0 i j)).1 h i (Finset.mem_univ i)
    have h2 := (Finset.sum_eq_zero_iff_of_nonneg
      (fun j _ => h0 i j)).1 h1 j (Finset.mem_univ j)
    rcases mul_eq_zero.1 h2 with h3 | h3
    · exact absurd h3 hij.ne'
    · exact norm_eq_zero.1 ((pow_eq_zero_iff two_ne_zero).1 h3)
  · intro h
    refine Finset.sum_eq_zero fun i _ => Finset.sum_eq_zero fun j _ => ?_
    rcases (hp i j).eq_or_lt with e | e
    · rw [← e, zero_mul]
    · rw [h i j e]
      simp
```

From $I\ge0$ follows $D\le S$, and from $C\ge0$ follows $-S\le D$. Together they give
$$|D|\le S.$$
In Lean, `hI` and `hE` are these two inequalities, rewritten with the identities above.

```lean
/-- For a nonnegative symmetric pair density, the angular moment is bounded in absolute
value by the second moment of position. -/
theorem abs_dotMoment_le {p : ι → ι → ℝ} (hp : ∀ i j, 0 ≤ p i j)
    (hs : ∀ i j, p i j = p j i) (x : ι → E) :
    |dotMoment p x| ≤ sqMoment p x := by
  -- both the intracule and the extracule moment are nonnegative
  have hI : 0 ≤ intraculeMoment p x :=
    Finset.sum_nonneg fun i _ => Finset.sum_nonneg fun j _ => mul_nonneg (hp i j) (sq_nonneg _)
  have hE : 0 ≤ extraculeMoment p x :=
    Finset.sum_nonneg fun i _ => Finset.sum_nonneg fun j _ => mul_nonneg (hp i j) (sq_nonneg _)
  rw [intraculeMoment_eq hs] at hI
  rw [extraculeMoment_eq hs] at hE
  exact abs_le.2 ⟨by linarith, by linarith⟩
```

The lower bound $D=-S$ holds exactly when $C=0$. By the lemma with $f_{ij}=\tfrac12(x_i+x_j)$, this means $x_j=-x_i$ for every pair of positive weight. For positions away from the origin, the condition is stronger than an angle of $180^\circ$ between the position vectors, because the two distances from the origin must also agree. If a diagonal weight $p_{ii}$ is positive, the point $x_i$ must be the origin.

```lean
/-- For a nonnegative symmetric pair density, the angular moment attains its negative bound
exactly when the two particles of every pair with positive weight sit at opposite positions. -/
theorem dotMoment_eq_neg_iff {p : ι → ι → ℝ} (hp : ∀ i j, 0 ≤ p i j)
    (hs : ∀ i j, p i j = p j i) (x : ι → E) :
    dotMoment p x = -sqMoment p x ↔ ∀ i j, 0 < p i j → x j = -x i := by
  have hE := extraculeMoment_eq hs x
  have hz := weighted_sq_eq_zero_iff hp (fun i j => (1 / 2 : ℝ) • (x i + x j))
  constructor
  · intro h i j hij
    -- the extracule is concentrated at the origin
    have h0 : extraculeMoment p x = 0 := by rw [hE, h]; ring
    have h1 : (1 / 2 : ℝ) • (x i + x j) = 0 := hz.1 h0 i j hij
    have h2 : x i + x j = 0 := (smul_eq_zero.1 h1).resolve_left (by norm_num)
    exact eq_neg_of_add_eq_zero_right h2
  · intro h
    have h0 : extraculeMoment p x = 0 := hz.2 (fun i j hij => by simp [h i j hij])
    linarith
```

The upper bound $D=S$ holds exactly when $I=0$. With $f_{ij}=x_i-x_j$, the lemma now says that the two particles coincide in every pair of positive weight.

```lean
/-- For a nonnegative symmetric pair density, the angular moment attains its positive bound
exactly when the two particles of every pair with positive weight coincide. -/
theorem dotMoment_eq_iff {p : ι → ι → ℝ} (hp : ∀ i j, 0 ≤ p i j)
    (hs : ∀ i j, p i j = p j i) (x : ι → E) :
    dotMoment p x = sqMoment p x ↔ ∀ i j, 0 < p i j → x i = x j := by
  have hI := intraculeMoment_eq hs x
  have hz := weighted_sq_eq_zero_iff hp (fun i j => x i - x j)
  constructor
  · intro h i j hij
    have h0 : intraculeMoment p x = 0 := by rw [hI, h]; ring
    exact sub_eq_zero.1 (hz.1 h0 i j hij)
  · intro h
    have h0 : intraculeMoment p x = 0 := hz.2 (fun i j hij => sub_eq_zero.2 (h i j hij))
    linarith
```

With a negative weight these conclusions can fail. A single point at $1$ on the line with weight $-1$ has $D=S=-1$, so $|D|=1>S$. No pair there has positive weight, so the antipodal condition holds trivially, yet $D\neq-S$.

## A nonzero second moment is needed for the coefficient

The hypothesis `hS` says $S\neq0$: some weight lies away from the origin, so there is a length scale to divide by. By hand, $D/S=-1$ is then the same as $D=-S$, and the previous equality case applies. In Lean, `div_eq_iff hS` clears the denominator.

```lean
/-- For a nonnegative symmetric pair density with nonzero second moment of position, the
angular correlation coefficient is `-1` exactly when all pairs of positive weight are
antipodal. -/
theorem angularCoefficient_eq_neg_one_iff {p : ι → ι → ℝ} (hp : ∀ i j, 0 ≤ p i j)
    (hs : ∀ i j, p i j = p j i) (x : ι → E) (hS : sqMoment p x ≠ 0) :
    angularCoefficient p x = -1 ↔ ∀ i j, 0 < p i j → x j = -x i := by
  rw [angularCoefficient, div_eq_iff hS, neg_one_mul]
  exact dotMoment_eq_neg_iff hp hs x
```

If $S=0$, all pairs of positive weight sit at the origin and are trivially antipodal, while Lean's convention for division by zero gives the coefficient the value $0$. The equivalence would then fail.

## Product weights cannot give a negative angular moment

Suppose the weights factorise as $p_{ij}=q_iq_j$, which describes statistically independent particles with a common one-particle distribution. Bilinearity of the inner product gives
$$D=\sum_{ij}q_iq_j\langle x_i,x_j\rangle=\Big\langle\sum_i q_ix_i,\sum_j q_jx_j\Big\rangle=\Big\|\sum_i q_ix_i\Big\|^2\ge0.$$
The proof expands the squared norm in the same way and compares the terms. It needs no sign condition on $q$, and symmetry is automatic.

```lean
/-- For a pair density of the form `q i * q j`, with the same one-particle weights `q` for both
particles, the angular moment is the squared length of the `q`-weighted sum of positions. -/
theorem dotMoment_product (q : ι → ℝ) (x : ι → E) :
    dotMoment (fun i j => q i * q j) x = ‖∑ i, q i • x i‖ ^ 2 := by
  rw [← real_inner_self_eq_norm_sq, sum_inner]
  simp only [dotMoment, inner_sum, real_inner_smul_left, real_inner_smul_right]
  refine Finset.sum_congr rfl fun i _ => Finset.sum_congr rfl fun j _ => ?_
  ring
```

For a two-electron atom represented by finitely many weighted points, a negative $D$ therefore shows that the pair density is not a product of this form.

## Two points violate the bound when exchange symmetry is missing

Take $x_0=1$ and $x_1=2$ on the line, with $p_{01}=1$ and all other weights zero. The weights are non-negative but not symmetric. Then $D=1\cdot2=2$, while $S=1^2=1$ records only the particle nearer the origin. Lean evaluates both finite sums.

```lean
/-- Two points `1` and `2` on a line, with weight `1` on the ordered pair (first, second) and weight
`0` on all other pairs, have angular moment `2` and second moment `1`. -/
theorem bound_fails_without_symmetry :
    dotMoment ![![0, 1], ![0, 0]] (![1, 2] : Fin 2 → ℝ) = 2 ∧
      sqMoment ![![0, 1], ![0, 0]] (![1, 2] : Fin 2 → ℝ) = 1 := by
  constructor <;> norm_num [dotMoment, sqMoment, Fin.sum_univ_two]

end

end AngularCorrelation
```

```lean
#print axioms AngularCorrelation.dotMoment_eq_iff
-- 'AngularCorrelation.dotMoment_eq_iff' depends on axioms: [propext, Classical.choice, Quot.sound]
#print axioms AngularCorrelation.angularCoefficient_eq_neg_one_iff
-- 'AngularCorrelation.angularCoefficient_eq_neg_one_iff' depends on axioms: [propext, Classical.choice, Quot.sound]
#print axioms AngularCorrelation.dotMoment_product
-- 'AngularCorrelation.dotMoment_product' depends on axioms: [propext, Classical.choice, Quot.sound]
#print axioms AngularCorrelation.bound_fails_without_symmetry
-- 'AngularCorrelation.bound_fails_without_symmetry' depends on axioms: [propext, Classical.choice, Quot.sound]
```
